# Avalanche gain J for electron injection satisfies J (1 − I) = 1, with I the ionization integral

In a multiplication region 0 ≤ x ≤ W, let Jn(x) be the electron current, J the uniform total current, and a(x) and b(x) the ionization coefficients of electrons and holes, that is, the mean number of electron–hole pairs that one carrier creates per unit length. Currents are measured in units of the electron current injected at x = 0, and no holes are injected at x = W, so J is the gain.

```lean
import Mathlib

open Set

namespace AvalancheGain

noncomputable section

/-- Steady electron current `Jn` in a multiplication region `[0, W]` with ionization coefficients
`a` (electrons) and `b` (holes) and uniform total current `J`: unit electron current enters at `0`,
and at `W` the whole current is carried by electrons. -/
structure IsSteadyCurrent (a b : ℝ → ℝ) (W J : ℝ) (Jn : ℝ → ℝ) : Prop where
  cont : ContinuousOn Jn (Icc 0 W)
  ode : ∀ x ∈ Ioo 0 W, HasDerivAt Jn (a x * Jn x + b x * (J - Jn x)) x
  entry : Jn 0 = 1
  exit : Jn W = J

/-- The difference of the electron and hole ionization coefficients, integrated from `0` to `x`. -/
def netExponent (a b : ℝ → ℝ) (x : ℝ) : ℝ := ∫ t in (0 : ℝ)..x, (a t - b t)

/-- The ionization integral for electron injection into a region of width `W`. -/
def ionizationIntegral (a b : ℝ → ℝ) (W : ℝ) : ℝ :=
  ∫ x in (0 : ℝ)..W, a x * Real.exp (-netExponent a b x)

/-- For continuous coefficients the net exponent grows at the local rate `a - b`. -/
theorem hasDerivAt_netExponent {a b : ℝ → ℝ} (ha : Continuous a) (hb : Continuous b) (x : ℝ) :
    HasDerivAt (netExponent a b) (a x - b x) x :=
  ((ha.sub hb).integral_hasStrictDerivAt 0 x).hasDerivAt

/-- For continuous coefficients the integrand of the ionization integral is continuous. -/
theorem continuous_integrand {a b : ℝ → ℝ} (ha : Continuous a) (hb : Continuous b) :
    Continuous (fun x => a x * Real.exp (-netExponent a b x)) := by
  have hφ : Continuous (netExponent a b) :=
    continuous_iff_continuousAt.2 fun x => (hasDerivAt_netExponent ha hb x).continuousAt
  exact ha.mul (Real.continuous_exp.comp hφ.neg)

/-- Avalanche gain for `W ≥ 0` and continuous, position-dependent coefficients: a steady current
with total current `J` exists exactly when `J` times one minus the ionization integral equals one.
-/
theorem exists_steadyCurrent_iff {a b : ℝ → ℝ} (ha : Continuous a) (hb : Continuous b)
    {W : ℝ} (hW : 0 ≤ W) (J : ℝ) :
    (∃ Jn, IsSteadyCurrent a b W J Jn) ↔ J * (1 - ionizationIntegral a b W) = 1 := by
  have hφ := hasDerivAt_netExponent ha hb
  have hc := continuous_integrand ha hb
  have hφ0 : netExponent a b 0 = 0 := by simp [netExponent]
  constructor
  · rintro ⟨Jn, h⟩
    have hφc : Continuous (netExponent a b) :=
      continuous_iff_continuousAt.2 fun x => (hφ x).continuousAt
    -- the integrating factor turns the hole current into a pure integral
    have hint := intervalIntegral.integral_eq_sub_of_hasDerivAt_of_le hW
      (f := fun x => (Jn x - J) * Real.exp (-netExponent a b x))
      (f' := fun x => J * (a x * Real.exp (-netExponent a b x)))
      ((h.cont.sub continuousOn_const).mul (Real.continuous_exp.comp hφc.neg).continuousOn)
      (fun x hx => (((h.ode x hx).sub_const J).fun_mul (hφ x).fun_neg.exp).congr_deriv (by ring))
      ((continuous_const.mul hc).intervalIntegrable 0 W)
    rw [intervalIntegral.integral_const_mul] at hint
    simp only [h.entry, h.exit, hφ0, neg_zero, Real.exp_zero, sub_self, zero_mul] at hint
    unfold ionizationIntegral
    linarith
  · intro h
    -- the explicit current profile
    refine ⟨fun x => J + Real.exp (netExponent a b x) *
      (1 - J + J * ionizationIntegral a b x), ?_⟩
    have hd : ∀ x, HasDerivAt (fun x => J + Real.exp (netExponent a b x) *
        (1 - J + J * ionizationIntegral a b x))
        (a x * (J + Real.exp (netExponent a b x) * (1 - J + J * ionizationIntegral a b x)) +
          b x * (J - (J + Real.exp (netExponent a b x) *
            (1 - J + J * ionizationIntegral a b x)))) x := by
      intro x
      have hG : HasDerivAt (ionizationIntegral a b)
          (a x * Real.exp (-netExponent a b x)) x :=
        (hc.integral_hasStrictDerivAt 0 x).hasDerivAt
      have hE : Real.exp (netExponent a b x) * Real.exp (-netExponent a b x) = 1 := by
        rw [← Real.exp_add, add_neg_cancel, Real.exp_zero]
      refine (((hφ x).exp.fun_mul ((hG.const_mul J).const_add (1 - J))).const_add J).congr_deriv ?_
      linear_combination J * a x * hE
    refine ⟨fun x _ => (hd x).continuousAt.continuousWithinAt, fun x _ => hd x, ?_, ?_⟩
    · simp [hφ0, ionizationIntegral]
    · linear_combination (-Real.exp (netExponent a b W)) * h

/-- For `W ≥ 0` and continuous coefficients, a steady current with positive total current exists
exactly when the ionization integral is below one. -/
theorem exists_positive_gain_iff {a b : ℝ → ℝ} (ha : Continuous a) (hb : Continuous b)
    {W : ℝ} (hW : 0 ≤ W) :
    (∃ J, 0 < J ∧ ∃ Jn, IsSteadyCurrent a b W J Jn) ↔ ionizationIntegral a b W < 1 := by
  simp only [exists_steadyCurrent_iff ha hb hW]
  constructor
  · rintro ⟨J, hJ, h⟩
    by_contra hI
    nlinarith [mul_nonneg hJ.le (sub_nonneg.2 (not_lt.1 hI))]
  · intro h
    have h' : 0 < 1 - ionizationIntegral a b W := sub_pos.2 h
    exact ⟨(1 - ionizationIntegral a b W)⁻¹, inv_pos.2 h', inv_mul_cancel₀ h'.ne'⟩

/-- The ionization integral for unequal constant coefficients. -/
theorem ionizationIntegral_const {a b : ℝ} (hab : a ≠ b) (W : ℝ) :
    ionizationIntegral (fun _ => a) (fun _ => b) W =
      a * (1 - Real.exp (-((a - b) * W))) / (a - b) := by
  have aux : ∀ s : ℝ, s ≠ 0 → ∫ x in (0 : ℝ)..W, a * Real.exp (-(s * x)) =
      a * (1 - Real.exp (-(s * W))) / s := by
    intro s hs
    have hd : ∀ x : ℝ, HasDerivAt (fun x => -(a / s) * Real.exp (-(s * x)))
        (a * Real.exp (-(s * x))) x := by
      intro x
      refine ((((hasDerivAt_id' x).const_mul s).fun_neg.exp).const_mul (-(a / s))).congr_deriv ?_
      field_simp
    rw [intervalIntegral.integral_eq_sub_of_hasDerivAt (fun x _ => hd x)
      ((by fun_prop : Continuous fun x : ℝ => a * Real.exp (-(s * x))).intervalIntegrable 0 W)]
    simp only [mul_zero, neg_zero, Real.exp_zero]
    ring
  have hφ : ∀ x, netExponent (fun _ => a) (fun _ => b) x = (a - b) * x := by
    intro x
    simp only [netExponent, intervalIntegral.integral_const, smul_eq_mul, sub_zero]
    ring
  simp only [ionizationIntegral, hφ]
  exact aux (a - b) (sub_ne_zero.2 hab)

/-- Avalanche gain for `W ≥ 0` and unequal constant coefficients: a steady current with total
current `J` exists exactly when `J (a - b exp(s W)) = s exp(s W)`, where `s = a - b`. -/
theorem const_gain_iff {a b W : ℝ} (hab : a ≠ b) (hW : 0 ≤ W) (J : ℝ) :
    (∃ Jn, IsSteadyCurrent (fun _ => a) (fun _ => b) W J Jn) ↔
      J * (a - b * Real.exp ((a - b) * W)) = (a - b) * Real.exp ((a - b) * W) := by
  rw [exists_steadyCurrent_iff continuous_const continuous_const hW,
    ionizationIntegral_const hab, Real.exp_neg]
  have hs : a - b ≠ 0 := sub_ne_zero.2 hab
  have hE : Real.exp ((a - b) * W) ≠ 0 := Real.exp_ne_zero _
  generalize Real.exp ((a - b) * W) = E at hE ⊢
  have key : J * (1 - a * (1 - E⁻¹) / (a - b)) - 1 =
      (J * (a - b * E) - (a - b) * E) / ((a - b) * E) := by
    field_simp
    ring
  constructor
  · intro h
    rw [h, sub_self] at key
    linarith [(div_eq_zero_iff.1 key.symm).resolve_right (mul_ne_zero hs hE)]
  · intro h
    rw [h, sub_self, zero_div] at key
    linarith

/-- Avalanche breakdown: for `W ≥ 0` and unequal constant coefficients with `a = b exp((a - b) W)`,
no steady current exists, whatever the total current. -/
theorem no_steadyCurrent_at_breakdown {a b W : ℝ} (hab : a ≠ b) (hW : 0 ≤ W)
    (hbr : a = b * Real.exp ((a - b) * W)) (J : ℝ) (Jn : ℝ → ℝ) :
    ¬ IsSteadyCurrent (fun _ => a) (fun _ => b) W J Jn := by
  intro h
  have h1 := (const_gain_iff hab hW J).1 ⟨Jn, h⟩
  rw [← hbr, sub_self, mul_zero] at h1
  exact mul_ne_zero (sub_ne_zero.2 hab) (Real.exp_ne_zero _) h1.symm

/-- When `W ≥ 0` and electrons and holes ionize with the same constant coefficient `a`, a steady
current with total current `J` exists exactly when `J (1 - a W) = 1`. -/
theorem equal_coefficients_gain_iff (a : ℝ) {W : ℝ} (hW : 0 ≤ W) (J : ℝ) :
    (∃ Jn, IsSteadyCurrent (fun _ => a) (fun _ => a) W J Jn) ↔ J * (1 - a * W) = 1 := by
  have hI : ionizationIntegral (fun _ => a) (fun _ => a) W = a * W := by
    simp [ionizationIntegral, netExponent, mul_comm]
  rw [exists_steadyCurrent_iff continuous_const continuous_const hW, hI]

/-- Breakdown width: for positive, unequal constant coefficients, a steady current with positive
total current exists exactly when `W` is below `ln(a/b) / (a - b)`. -/
theorem positive_gain_iff_lt_breakdown_width {a b W : ℝ} (ha : 0 < a) (hb : 0 < b)
    (hab : a ≠ b) (hW : 0 ≤ W) :
    (∃ J, 0 < J ∧ ∃ Jn, IsSteadyCurrent (fun _ => a) (fun _ => b) W J Jn) ↔
      W < Real.log (a / b) / (a - b) := by
  rw [exists_positive_gain_iff continuous_const continuous_const hW, ionizationIntegral_const hab]
  have hL : Real.exp (-Real.log (a / b)) = b / a := by
    rw [Real.exp_neg, Real.exp_log (div_pos ha hb), inv_div]
  -- the sign of `a - b` decides the direction of the inequalities
  rcases lt_or_gt_of_ne (sub_ne_zero.2 hab) with hs | hs
  · rw [div_lt_one_of_neg hs, lt_div_iff_of_neg hs]
    have h1 : a * Real.exp (-((a - b) * W)) < b ↔ -((a - b) * W) < -Real.log (a / b) := by
      rw [← lt_div_iff₀' ha, ← hL, Real.exp_lt_exp]
    constructor
    · intro h
      linarith [h1.1 (by linarith)]
    · intro h
      linarith [h1.2 (by linarith)]
  · rw [div_lt_one hs, lt_div_iff₀ hs]
    have h1 : b < a * Real.exp (-((a - b) * W)) ↔ -Real.log (a / b) < -((a - b) * W) := by
      rw [← div_lt_iff₀' ha, ← hL, Real.exp_lt_exp]
    constructor
    · intro h
      linarith [h1.1 (by linarith)]
    · intro h
      linarith [h1.2 (by linarith)]

end

end AvalancheGain
```

```lean
#print axioms AvalancheGain.ionizationIntegral_const
-- 'AvalancheGain.ionizationIntegral_const' depends on axioms: [propext, Classical.choice, Quot.sound]
#print axioms AvalancheGain.no_steadyCurrent_at_breakdown
-- 'AvalancheGain.no_steadyCurrent_at_breakdown' depends on axioms: [propext, Classical.choice, Quot.sound]
#print axioms AvalancheGain.equal_coefficients_gain_iff
-- 'AvalancheGain.equal_coefficients_gain_iff' depends on axioms: [propext, Classical.choice, Quot.sound]
#print axioms AvalancheGain.positive_gain_iff_lt_breakdown_width
-- 'AvalancheGain.positive_gain_iff_lt_breakdown_width' depends on axioms: [propext, Classical.choice, Quot.sound]
```

## The boundary value problem for the electron current

Electrons drift towards larger x and holes towards smaller x. Their charges are opposite, so both contribute to the electric current with the same sign, and the hole current is J − Jn. Each ionization event adds one electron and one hole, which gives

Jn′ = a Jn + b (J − Jn), Jn(0) = 1, Jn(W) = J.

The structure `IsSteadyCurrent a b W J Jn` states this problem. Its field `ode` is the differential equation, required on the open interval `Ioo 0 W`, and `cont` asks for continuity on the closed interval, which ties the interior solution to its boundary values. The field `entry` is the unit injection. The field `exit` says that electrons carry the whole current at W, because no holes enter there. The structure contains no formula for the gain.

Two integrals are needed. The first is `netExponent a b x`, written φ(x) below, and the second is `ionizationIntegral a b x`, written I(x):

φ(x) = ∫₀ˣ (a − b) dt

I(x) = ∫₀ˣ a exp(−φ) dt

The I of the title is I(W).

## What the theorems say

For continuous a and b and W ≥ 0, `exists_steadyCurrent_iff` states that some profile Jn solves the problem with total current J if and only if J (1 − I(W)) = 1. By `exists_positive_gain_iff`, a solution with J > 0 exists if and only if I(W) < 1.

The other theorems treat constant coefficients, with s = a − b:

- `const_gain_iff`: for a ≠ b, a solution exists if and only if J (a − b exp(sW)) = s exp(sW).
- `no_steadyCurrent_at_breakdown`: for a ≠ b and a = b exp(sW), there is no solution for any J.
- `equal_coefficients_gain_iff`: for a = b, the condition is J (1 − aW) = 1.
- `positive_gain_iff_lt_breakdown_width`: for positive a ≠ b, a solution with J > 0 exists if and only if W < ln(a/b)/(a − b).

Only the last of these assumes anything about the signs of a and b. The sign of J is also free in the general relation. If I(W) > 1, the equations still have a solution, but with negative J, which does not describe a gain. This is why the positive case has its own theorems.

The coefficients are prescribed functions of position, so the model leaves out the effect of the carriers' space charge on the field and the distance a carrier must travel before it can ionize. The equation describes mean currents and has no terms for recombination or thermal generation, so these and the fluctuations of the gain are left out too. In a device simulation, a computed field profile can be tested for breakdown by evaluating the single number I(W), within this one-dimensional steady model with local coefficients.

## From the differential equation to the gain

Set u = Jn − J, which is minus the hole current. Substituting Jn = u + J into the differential equation gives

u′ = a (u + J) − b u = (a − b) u + a J.

Since φ′ = a − b, the factor exp(−φ) removes the term proportional to u:

(u exp(−φ))′ = (u′ − (a − b) u) exp(−φ) = J a exp(−φ).

Now integrate from 0 to W. At W the exit condition gives u = 0. At 0 we have φ = 0 and u = 1 − J. Therefore

0 − (1 − J) = J I(W), that is, J (1 − I(W)) = 1.

The first half of the proof of `exists_steadyCurrent_iff` follows this route. The lemma `hasDerivAt_netExponent` supplies φ′ = a − b, and `continuous_integrand` makes the right-hand side integrable. The version of the fundamental theorem of calculus used here needs the derivative only in the interior and continuity up to the ends, which is what the structure provides.

## A current profile for every admissible J

For the converse, suppose J (1 − I(W)) = 1 and define

Jn(x) = J + exp(φ(x)) (1 − J + J I(x)).

Because I′ = a exp(−φ), the product rule gives

Jn′ = (a − b) exp(φ) (1 − J + J I) + J a = (a − b)(Jn − J) + a J = a Jn + b (J − Jn).

At the entry, φ(0) = I(0) = 0, so Jn(0) = 1. At the exit,

Jn(W) = J + exp(φ(W)) (1 − J (1 − I(W))) = J.

Lean receives the same profile. The derivative is checked in `hd`, where `hE` records exp(φ) exp(−φ) = 1. The assumed gain relation is used only for the exit value.

The criterion for positive gain is then short. If J > 0 and J (1 − I(W)) = 1, then 1 − I(W) must be positive. Conversely, if I(W) < 1, then J = 1/(1 − I(W)) is positive and satisfies the relation.

## Constant coefficients and the breakdown width

For constants a ≠ b we have φ(x) = s x, and `ionizationIntegral_const` evaluates the integral through an antiderivative:

I(W) = a (1 − exp(−sW))/s.

Hence

1 − I(W) = (s − a + a exp(−sW))/s = (a exp(−sW) − b)/s.

Multiplying J (1 − I(W)) = 1 by s exp(sW) gives

J (a − b exp(sW)) = s exp(sW).

The factor s exp(sW) is nonzero, so this step can be reversed. In `const_gain_iff` the identity `key` carries out the conversion, with `E` standing for exp(sW). If a = b exp(sW), the left side vanishes for every J while the right side does not, so no steady current exists. For a = b the exponent φ is zero and I(W) = aW.

For the breakdown width, let a and b be positive. The condition I(W) < 1 means that (a exp(−sW) − b)/s is positive, and there are two cases.

- If s > 0, then a exp(−sW) > b, so sW < ln(a/b). Dividing by s gives W < ln(a/b)/s.
- If s < 0, then a exp(−sW) < b, so sW > ln(a/b). Dividing by the negative s reverses the inequality and again gives W < ln(a/b)/s.

The Lean proof makes the same split on the sign of `a - b`. In each branch, `h1` translates the inequality between exponentials into one between exponents.

## A region with a gain of three

Take a = 2 and b = 1 per micrometre, so that s = 1 per micrometre. The breakdown width is ln 2 ≈ 0.693 µm.

For W = ln(3/2) ≈ 0.405 µm, exp(sW) = 3/2. The gain relation reads J (2 − 3/2) = 3/2, so J = 3. The ionization integral agrees: I(W) = 2 (1 − 2/3) = 2/3, and 1/(1 − 2/3) = 3. With x in micrometres, the profile is

Jn(x) = 4 exp(x) − 3.

It starts at 1 and ends at 4 · 3/2 − 3 = 3. Its derivative is 4 exp(x), which equals 2 Jn + (3 − Jn) = Jn + 3.

At W = ln 2 the relation becomes J · 0 = 2, which has no solution. At W = ln 3 it becomes J (2 − 3) = 3, so J = −3: the equations are solvable again, but the region is wider than the breakdown width and the solution is not a physical gain.
